# Exponential decay of the bounded solution of (w² + H²)u = δ₀ on a gapped chain

If the Green function of an insulator is cut off at too short a distance, a space-time GW calculation loses part of the polarisability. A decay rate helps to estimate how short is too short. For non-interacting electrons on an infinite chain with alternating site energies ±m and hopping t, the rate at imaginary frequency iw can be found exactly. Energies are measured from the middle of the gap 2m, where the chemical potential is placed. The gap and the hopping together set a lower bound on the rate, uniformly in w.

## Alternating site energies: H² skips every second site

The Hamiltonian acts on amplitudes ψ(n), with n an integer:

(Hψ)(n) = (−1)ⁿ m ψ(n) + t[ψ(n+1) + ψ(n−1)]

The Green function solves (iw − H)G = δ₀. Since (iw − H)(−(iw + H)) = w² + H², it is enough to find the bounded solution of (w² + H²)u = δ₀ and set G = −(iw + H)u. Applying H twice gives

(H²u)(n) = m²u(n) + (−1)ⁿ mt[u(n+1) + u(n−1)] − (−1)ⁿ mt[u(n+1) + u(n−1)] + t²[u(n+2) + 2u(n) + u(n−2)]

The cross terms cancel because the site energy changes sign under a hop:

(H²u)(n) = (m² + 2t²)u(n) + t²[u(n+2) + u(n−2)]

With a uniform site energy m they would add up to 2mt[u(n+1) + u(n−1)], and even and odd sites would no longer separate when mt ≠ 0.

In Lean, `chainH` acts on all sequences `ℤ → ℂ`, normalisable or not, with real `m` and `t`. The candidate solution on the even sites n = 2R is `cellKernel`, written g(R) below. Here R counts two-site cells, and k is a decay rate per cell, not a wave number.

```lean
import Mathlib

open Filter Topology

namespace GappedChainResolvent

noncomputable section

/-- The chain Hamiltonian with staggered on-site energy `±m` and nearest-neighbour
hopping `t`, acting on complex amplitudes. -/
def chainH (m t : ℝ) (ψ : ℤ → ℂ) : ℤ → ℂ :=
  fun n => (-1) ^ n * m * ψ n + t * (ψ (n + 1) + ψ (n - 1))

/-- The alternating, exponentially decaying kernel between unit cells at distance `R`, for `t ≠ 0`
and `k > 0`. -/
def cellKernel (t k : ℝ) (R : ℤ) : ℝ :=
  (-1) ^ R * Real.exp (-k * |(R : ℝ)|) / (2 * t ^ 2 * Real.sinh k)
```

In `chainH_sq`, `h1` and `h2` are the sign change under a hop, and `h3` is (−1)ⁿ(−1)ⁿ = 1.

```lean
/-- The squared Hamiltonian couples a site only to itself and to the sites two steps away. -/
theorem chainH_sq (m t : ℝ) (u : ℤ → ℂ) (n : ℤ) :
    chainH m t (chainH m t u) n
      = ((m : ℂ) ^ 2 + 2 * t ^ 2) * u n + t ^ 2 * (u (n + 2) + u (n - 2)) := by
  have h1 : (-1 : ℂ) ^ (n + 1) = -(-1) ^ n := by
    rw [zpow_add_one₀ (by norm_num)]; ring
  have h2 : (-1 : ℂ) ^ (n - 1) = -(-1) ^ n := by
    rw [zpow_sub_one₀ (by norm_num)]; norm_num
  have h3 : (-1 : ℂ) ^ n * (-1) ^ n = 1 := by
    rw [← mul_zpow]; norm_num
  simp only [chainH]
  -- the staggered term changes sign under a hop, so the cross terms cancel
  rw [h1, h2, show n + 1 + 1 = n + 2 by ring, show n + 1 - 1 = n by ring,
    show n - 1 + 1 = n by ring, show n - 1 - 1 = n - 2 by ring]
  linear_combination (m : ℂ) ^ 2 * u n * h3
```

## t ≠ 0 and k > 0: a finite decay length

Nonzero hopping connects the sites, and positive k makes the kernel decay:

g(R) = (−1)ᴿ exp(−k|R|) / (2t² sinh k)

Both conditions keep the denominator nonzero. The kernel must satisfy

2t² cosh k · g(R) + t²[g(R+1) + g(R−1)] = δ(R,0)

For R ≠ 0 the two neighbours sum to −(eᵏ + e⁻ᵏ)g(R) = −2 cosh k · g(R), and the left side vanishes. For R = 0 both neighbours equal −e⁻ᵏg(0), so the left side is

2t²(cosh k − e⁻ᵏ)g(0) = 2t² sinh k · g(0) = 1

`abs_cellKernel` gives the magnitude. `cellKernel_recursion` splits into R negative, zero and positive with `lt_trichotomy`, which removes the absolute values.

```lean
/-- For `t ≠ 0` and `k > 0` the kernel has magnitude `exp(-k|R|) / (2 t² sinh k)`. -/
theorem abs_cellKernel {t k : ℝ} (ht : t ≠ 0) (hk : 0 < k) (R : ℤ) :
    |cellKernel t k R| = Real.exp (-k * |(R : ℝ)|) / (2 * t ^ 2 * Real.sinh k) := by
  have hS : 0 < Real.sinh k := Real.sinh_pos_iff.2 hk
  have hD : 0 < 2 * t ^ 2 * Real.sinh k := by positivity
  rw [cellKernel, abs_div, abs_mul, abs_zpow, abs_neg, abs_one, one_zpow, one_mul,
    Real.abs_exp, abs_of_pos hD]

/-- For `t ≠ 0` and `k > 0` the kernel solves the recursion between unit cells with a unit
source in cell zero. -/
theorem cellKernel_recursion {t k : ℝ} (ht : t ≠ 0) (hk : 0 < k) (R : ℤ) :
    2 * t ^ 2 * Real.cosh k * cellKernel t k R
      + t ^ 2 * (cellKernel t k (R + 1) + cellKernel t k (R - 1))
      = if R = 0 then 1 else 0 := by
  have hS : 0 < Real.sinh k := Real.sinh_pos_iff.2 hk
  have hD : 2 * t ^ 2 * Real.sinh k ≠ 0 := by positivity
  have s1 : (-1 : ℝ) ^ (R + 1) = -(-1) ^ R := by
    rw [zpow_add_one₀ (by norm_num)]; ring
  have s2 : (-1 : ℝ) ^ (R - 1) = -(-1) ^ R := by
    rw [zpow_sub_one₀ (by norm_num)]; norm_num
  rcases lt_trichotomy R 0 with hR | hR | hR
  · have hr : (R : ℝ) ≤ -1 := by exact_mod_cast (by omega : R ≤ -1)
    have a0 : |(R : ℝ)| = -R := abs_of_nonpos (by linarith)
    have a1 : |((R + 1 : ℤ) : ℝ)| = -(R + 1) := by
      push_cast; exact abs_of_nonpos (by linarith)
    have a2 : |((R - 1 : ℤ) : ℝ)| = -(R - 1) := by
      push_cast; exact abs_of_nonpos (by linarith)
    have e1 : Real.exp (-k * -((R : ℝ) + 1)) = Real.exp (-k * -R) * Real.exp k := by
      rw [← Real.exp_add]; congr 1; ring
    have e2 : Real.exp (-k * -((R : ℝ) - 1)) = Real.exp (-k * -R) * Real.exp (-k) := by
      rw [← Real.exp_add]; congr 1; ring
    simp only [cellKernel]
    rw [a0, a1, a2, e1, e2, s1, s2, if_neg hR.ne, Real.cosh_eq]
    ring
  · -- in the source cell the kink of the exponential produces the unit source
    subst hR
    have g0 : cellKernel t k 0 = 1 / (2 * t ^ 2 * Real.sinh k) := by simp [cellKernel]
    have g1 : cellKernel t k 1 = -Real.exp (-k) / (2 * t ^ 2 * Real.sinh k) := by
      simp [cellKernel]
    have g2 : cellKernel t k (-1) = -Real.exp (-k) / (2 * t ^ 2 * Real.sinh k) := by
      simp [cellKernel]
    have h1 : 2 * t ^ 2 * Real.sinh k * (1 / (2 * t ^ 2 * Real.sinh k)) = 1 :=
      mul_one_div_cancel hD
    rw [if_pos rfl, zero_add, zero_sub, g0, g1, g2, ← Real.cosh_sub_sinh k]
    linear_combination h1
  · have hr : (1 : ℝ) ≤ R := by exact_mod_cast (by omega : 1 ≤ R)
    have a0 : |(R : ℝ)| = R := abs_of_nonneg (by linarith)
    have a1 : |((R + 1 : ℤ) : ℝ)| = R + 1 := by
      push_cast; exact abs_of_nonneg (by linarith)
    have a2 : |((R - 1 : ℤ) : ℝ)| = R - 1 := by
      push_cast; exact abs_of_nonneg (by linarith)
    have e1 : Real.exp (-k * ((R : ℝ) + 1)) = Real.exp (-k * R) * Real.exp (-k) := by
      rw [← Real.exp_add]; congr 1; ring
    have e2 : Real.exp (-k * ((R : ℝ) - 1)) = Real.exp (-k * R) * Real.exp k := by
      rw [← Real.exp_add]; congr 1; ring
    simp only [cellKernel]
    rw [a0, a1, a2, e1, e2, s1, s2, if_neg hR.ne', Real.cosh_eq]
    ring
```

At t = 0 the source-free recursion reads 0 = 0 and fixes nothing. At k = 0 and t ≠ 0, d(R) = (−1)ᴿ is a bounded source-free solution, so k > 0 can't be weakened to k ≥ 0 in the uniqueness argument that follows. This is the gapless chain at zero frequency.

## Boundedness: no growth far from the source

Physically, the response to a local source must not blow up at large distance. Let d be a source-free solution with |d(R)| ≤ B for all R. Dividing the recursion by t² gives

2 cosh k · |d(R)| = |d(R+1) + d(R−1)| ≤ 2B

Hence |d(R)| ≤ B/cosh k for all R. Repeating this j times gives B/(cosh k)ʲ, which tends to zero, so d = 0. In the proof, `step` is one such improvement, `iter` is the induction on j, and `lim` is the limit.

```lean
/-- For `t ≠ 0` and `k > 0` a bounded solution of the source-free recursion vanishes. -/
theorem bounded_homogeneous_eq_zero {t k C : ℝ} (ht : t ≠ 0) (hk : 0 < k) {d : ℤ → ℂ}
    (hC : ∀ R, ‖d R‖ ≤ C)
    (h : ∀ R, 2 * (t : ℂ) ^ 2 * (Real.cosh k : ℝ) * d R
      + (t : ℂ) ^ 2 * (d (R + 1) + d (R - 1)) = 0) (R : ℤ) : d R = 0 := by
  have hc : 1 < Real.cosh k := Real.one_lt_cosh.2 hk.ne'
  -- one use of the recursion improves any uniform bound by the factor 1 / cosh k
  have step : ∀ B : ℝ, (∀ R, ‖d R‖ ≤ B) → ∀ R, ‖d R‖ ≤ (Real.cosh k)⁻¹ * B := by
    intro B hB R
    have e : ((2 * Real.cosh k : ℝ) : ℂ) * d R = -(d (R + 1) + d (R - 1)) := by
      have ht' : (t : ℂ) ^ 2 ≠ 0 := pow_ne_zero 2 (Complex.ofReal_ne_zero.2 ht)
      apply mul_left_cancel₀ ht'
      have h1 := h R
      push_cast at h1 ⊢
      linear_combination h1
    have e' := congrArg norm e
    rw [norm_mul, norm_neg, Complex.norm_real, Real.norm_of_nonneg (by linarith)] at e'
    have tri := norm_add_le (d (R + 1)) (d (R - 1))
    rw [inv_mul_eq_div, le_div_iff₀ (by linarith)]
    linarith [hB (R + 1), hB (R - 1)]
  have iter : ∀ j : ℕ, ∀ R, ‖d R‖ ≤ (Real.cosh k)⁻¹ ^ j * C := by
    intro j
    induction j with
    | zero => simpa using hC
    | succ j ih =>
      intro R
      rw [pow_succ', mul_assoc]
      exact step _ ih R
  have lim := (tendsto_pow_atTop_nhds_zero_of_lt_one
    (inv_nonneg.2 (by linarith : 0 ≤ Real.cosh k)) (inv_lt_one_of_one_lt₀ hc)).mul_const C
  rw [zero_mul] at lim
  exact norm_le_zero_iff.1 (ge_of_tendsto' lim (fun j => iter j R))
```

Without the bound, uniqueness fails: d(R) = (−1)ᴿ exp(kR) solves the source-free recursion and can be added to g.

## The dispersion relation: k tied to frequency and gap

The hypothesis `hdisp` is

2t² cosh k = 2t² + w² + m²

It turns (w² + H²)u = δ₀ into the recursion above, with steps of two sites. On even sites, u(2R) − g(R) is bounded and source-free, hence zero. On odd sites the same holds for u(2R+1) itself. Conversely, g on even sites and zero on odd sites is bounded and solves the equation by substitution. With any other positive k, g would solve the equation for a different w² + m².

`bounded_solution_iff` states this equivalence. Its left side is a uniform bound together with the equation at every site, where `if n = 0 then 1 else 0` is δ₀. The proof rewrites the equation with `hsq` and applies the uniqueness lemma once per sublattice; `Int.even_or_odd'` splits the sites for the converse.

```lean
/-- Let `t ≠ 0`, `k > 0` and `2t² cosh k = 2t² + w² + m²`. Then `u` is a bounded solution of
`(w² + H²) u = δ₀` exactly when it is the decaying kernel on even sites and zero on odd sites. -/
theorem bounded_solution_iff {m t w k : ℝ} (ht : t ≠ 0) (hk : 0 < k)
    (hdisp : 2 * t ^ 2 * Real.cosh k = 2 * t ^ 2 + w ^ 2 + m ^ 2) (u : ℤ → ℂ) :
    ((∃ C : ℝ, ∀ n, ‖u n‖ ≤ C) ∧
      ∀ n, (w : ℂ) ^ 2 * u n + chainH m t (chainH m t u) n = if n = 0 then 1 else 0) ↔
    (∀ R : ℤ, u (2 * R) = cellKernel t k R) ∧ ∀ R : ℤ, u (2 * R + 1) = 0 := by
  have hd : 2 * (t : ℂ) ^ 2 * (Real.cosh k : ℝ) = 2 * (t : ℂ) ^ 2 + w ^ 2 + m ^ 2 := by
    exact_mod_cast hdisp
  have hsq : ∀ n, (w : ℂ) ^ 2 * u n + chainH m t (chainH m t u) n
      = 2 * (t : ℂ) ^ 2 * (Real.cosh k : ℝ) * u n + t ^ 2 * (u (n + 2) + u (n - 2)) := by
    intro n
    rw [chainH_sq]
    linear_combination (-(u n)) * hd
  have hg : ∀ R : ℤ, 2 * (t : ℂ) ^ 2 * (Real.cosh k : ℝ) * (cellKernel t k R : ℂ)
      + (t : ℂ) ^ 2 * ((cellKernel t k (R + 1) : ℂ) + (cellKernel t k (R - 1) : ℂ))
      = if R = 0 then 1 else 0 := by
    intro R
    have h := cellKernel_recursion ht hk R
    split_ifs at h ⊢ <;> exact_mod_cast h
  have hi : ∀ R : ℤ, (if 2 * R = 0 then (1 : ℂ) else 0) = if R = 0 then 1 else 0 := by
    intro R; simp
  have hS : 0 < Real.sinh k := Real.sinh_pos_iff.2 hk
  have hD : 0 < 2 * t ^ 2 * Real.sinh k := by positivity
  have hb : ∀ R : ℤ, ‖(cellKernel t k R : ℂ)‖ ≤ 1 / (2 * t ^ 2 * Real.sinh k) := by
    intro R
    rw [Complex.norm_real, Real.norm_eq_abs, abs_cellKernel ht hk]
    have h0 := mul_nonneg hk.le (abs_nonneg (R : ℝ))
    exact (div_le_div_iff_of_pos_right hD).2 (Real.exp_le_one_iff.2 (by linarith))
  simp only [hsq]
  constructor
  · rintro ⟨⟨C, hC⟩, h⟩
    constructor
    · -- even sites: the difference from the kernel is bounded and source-free
      have hb' : ∀ R : ℤ, ‖u (2 * R) - (cellKernel t k R : ℂ)‖
          ≤ C + 1 / (2 * t ^ 2 * Real.sinh k) :=
        fun R => (norm_sub_le _ _).trans (add_le_add (hC _) (hb R))
      intro R
      refine sub_eq_zero.1 (bounded_homogeneous_eq_zero
        (d := fun R => u (2 * R) - (cellKernel t k R : ℂ)) ht hk hb' ?_ R)
      intro R
      have h1 := h (2 * R)
      rw [hi] at h1
      simp only [show 2 * (R + 1) = 2 * R + 2 by ring, show 2 * (R - 1) = 2 * R - 2 by ring]
      linear_combination h1 - hg R
    · -- odd sites carry no source at all
      intro R
      refine bounded_homogeneous_eq_zero
        (d := fun R => u (2 * R + 1)) ht hk (fun R => hC _) ?_ R
      intro R
      have h1 := h (2 * R + 1)
      rw [if_neg (by omega)] at h1
      simp only [show 2 * (R + 1) + 1 = 2 * R + 1 + 2 by ring,
        show 2 * (R - 1) + 1 = 2 * R + 1 - 2 by ring]
      linear_combination h1
  · rintro ⟨he, ho⟩
    refine ⟨⟨1 / (2 * t ^ 2 * Real.sinh k), ?_⟩, ?_⟩
    · intro n
      obtain ⟨R, rfl | rfl⟩ := Int.even_or_odd' n
      · rw [he]; exact hb R
      · rw [ho, norm_zero]; exact (one_div_pos.2 hD).le
    · intro n
      obtain ⟨R, rfl | rfl⟩ := Int.even_or_odd' n
      · rw [show 2 * R + 2 = 2 * (R + 1) by ring, show 2 * R - 2 = 2 * (R - 1) by ring,
          he, he, he, hi]
        exact hg R
      · rw [show 2 * R + 1 + 2 = 2 * (R + 1) + 1 by ring,
          show 2 * R + 1 - 2 = 2 * (R - 1) + 1 by ring, ho, ho, ho, if_neg (by omega)]
        ring
```

The same argument, not carried out in the code, handles a source at any site a: the solution is shifted by a, because the recursion has the same coefficients at every site.

## t > 0 and m ≥ 0: the gap bounds the rate from below

With cosh k = 1 + 2 sinh²(k/2), the dispersion relation becomes

4t² sinh²(k/2) = w² + m²

For t > 0 and k ≥ 0 the positive root gives

k = 2 arsinh(√(w² + m²)/(2t))

So a positive rate exists whenever w and m are not both zero. The condition k ≥ 0 selects the decaying branch, since cosh doesn't distinguish k from −k. `decayRate_iff` follows these steps, with `hc` as the half-angle identity.

```lean
/-- For `t > 0` and `k ≥ 0` the relation `2t² cosh k = 2t² + w² + m²` fixes the decay rate as
`k = 2 arsinh(√(w² + m²) / (2t))`. -/
theorem decayRate_iff {m t w k : ℝ} (ht : 0 < t) (hk : 0 ≤ k) :
    2 * t ^ 2 * Real.cosh k = 2 * t ^ 2 + w ^ 2 + m ^ 2 ↔
      k = 2 * Real.arsinh (√(w ^ 2 + m ^ 2) / (2 * t)) := by
  have hc : Real.cosh k = 1 + 2 * Real.sinh (k / 2) ^ 2 := by
    have a := Real.cosh_two_mul (k / 2)
    have b := Real.cosh_sq (k / 2)
    rw [show 2 * (k / 2) = k by ring] at a
    linarith
  have hS : 0 ≤ Real.sinh (k / 2) := Real.sinh_nonneg_iff.2 (by linarith)
  have h2t : 2 * t ≠ 0 := by positivity
  constructor
  · intro h
    rw [hc] at h
    have h1 : (2 * t * Real.sinh (k / 2)) ^ 2 = w ^ 2 + m ^ 2 := by linear_combination h
    rw [← h1, Real.sqrt_sq (mul_nonneg (by positivity) hS), mul_div_cancel_left₀ _ h2t,
      Real.arsinh_sinh]
    ring
  · intro h
    have h0 : k / 2 = Real.arsinh (√(w ^ 2 + m ^ 2) / (2 * t)) := by linarith
    have h1 : 2 * t * Real.sinh (k / 2) = √(w ^ 2 + m ^ 2) := by
      rw [h0, Real.sinh_arsinh]; field_simp
    have h2 : √(w ^ 2 + m ^ 2) ^ 2 = w ^ 2 + m ^ 2 := Real.sq_sqrt (by positivity)
    rw [hc]
    linear_combination (2 * t * Real.sinh (k / 2) + √(w ^ 2 + m ^ 2)) * h1 + h2
```

For m ≥ 0 we have √(w² + m²) ≥ m, with equality exactly at w = 0. Since arsinh is increasing, k ≥ 2 arsinh(m/(2t)), again with equality exactly at w = 0. Lean uses monotonicity for the bound and injectivity for the equality.

```lean
/-- For `t > 0`, `m ≥ 0` and `k ≥ 0` with `2t² cosh k = 2t² + w² + m²`, the decay rate is at
least `2 arsinh(m / (2t))`, with equality exactly at zero frequency. -/
theorem gap_bounds_decayRate {m t w k : ℝ} (ht : 0 < t) (hm : 0 ≤ m) (hk : 0 ≤ k)
    (hdisp : 2 * t ^ 2 * Real.cosh k = 2 * t ^ 2 + w ^ 2 + m ^ 2) :
    2 * Real.arsinh (m / (2 * t)) ≤ k ∧ (2 * Real.arsinh (m / (2 * t)) = k ↔ w = 0) := by
  have e := (decayRate_iff ht hk).1 hdisp
  have h2t : 2 * t ≠ 0 := by positivity
  constructor
  · have h1 : m ≤ √(w ^ 2 + m ^ 2) := Real.le_sqrt_of_sq_le (by linarith [sq_nonneg w])
    have h2 : m / (2 * t) ≤ √(w ^ 2 + m ^ 2) / (2 * t) := by gcongr
    linarith [Real.arsinh_le_arsinh.2 h2]
  · constructor
    · intro h
      have h3 : Real.arsinh (m / (2 * t)) = Real.arsinh (√(w ^ 2 + m ^ 2) / (2 * t)) := by
        linarith
      have h5 : m = √(w ^ 2 + m ^ 2) := (div_left_inj' h2t).1 (Real.arsinh_injective h3)
      have h6 : √(w ^ 2 + m ^ 2) ^ 2 = w ^ 2 + m ^ 2 := Real.sq_sqrt (by positivity)
      rw [← h5] at h6
      exact (pow_eq_zero_iff two_ne_zero).1 (by linarith)
    · intro h
      rw [e, h, show (0 : ℝ) ^ 2 + m ^ 2 = m ^ 2 by ring, Real.sqrt_sq hm]
```

For m = −1 and w = 0 the equality fails, because k is positive and 2 arsinh(m/(2t)) is negative. For either sign of m and of a nonzero t, the bound holds with |m| and |t| in their place, because the dispersion relation contains only squares.

## From u to the Green function

`imaginary_frequency_green` assumes (w² + H²)u = δ₀ and nothing about t, k or boundedness. An unbounded u is therefore allowed too, but the G it gives need not be the Green function, which is bounded. The proof expands H and uses i² = −1. For the bounded solution u found above, G(2R) = −(iw + m)g(R) and G(2R+1) = −t[g(R) + g(R+1)], so G also decays at the rate k per cell. This last step is not carried out in the code.

```lean
/-- If `(w² + H²) u = δ₀`, then `G = -(iw + H) u` solves the equation `(iw - H) G = δ₀` of the
Green function at imaginary frequency. -/
theorem imaginary_frequency_green {m t w : ℝ} {u : ℤ → ℂ}
    (h : ∀ n, (w : ℂ) ^ 2 * u n + chainH m t (chainH m t u) n = if n = 0 then 1 else 0)
    (n : ℤ) :
    Complex.I * w * (-(Complex.I * w * u n + chainH m t u n))
      - chainH m t (fun j => -(Complex.I * w * u j + chainH m t u j)) n
      = if n = 0 then 1 else 0 := by
  have h1 := h n
  simp only [chainH] at h1 ⊢
  linear_combination h1 - (w : ℂ) ^ 2 * u n * Complex.I_sq

end

end GappedChainResolvent
```

```lean
#print axioms GappedChainResolvent.bounded_solution_iff
#print axioms GappedChainResolvent.gap_bounds_decayRate
#print axioms GappedChainResolvent.imaginary_frequency_green
```

```
'GappedChainResolvent.bounded_solution_iff' depends on axioms: [propext, Classical.choice, Quot.sound]
'GappedChainResolvent.gap_bounds_decayRate' depends on axioms: [propext, Classical.choice, Quot.sound]
'GappedChainResolvent.imaginary_frequency_green' depends on axioms: [propext, Classical.choice, Quot.sound]
```

For this non-interacting chain, the rate tells how fast the neglected tail of G shrinks as a real-space cutoff is moved outwards, at each imaginary frequency. The transform to imaginary time, where the space-time method forms the polarisability, is not treated here, and neither is the step to a real insulator with many orbitals in three dimensions.
